# At fixed positive radii, a strictly increasing function of the interelectronic distance has a negative first angular moment

Two electrons sit at fixed positive distances `a` and `b` from the origin, and `x` is the cosine of the angle between their position vectors, so their separation is √(a² + b² − 2abx). The theorem `angular_moment_neg` says that if `g` is strictly increasing on [0, ∞), then the integral of x·g(separation) over x from −1 to 1 is strictly negative. No wavefunction enters, and `g` need not be continuous. The proof subtracts g(separation) from its value at a right angle and shows that x times this difference has a positive integral over each half of the interval. The constant it has brought in integrates to zero against x, which leaves minus the integral in the theorem.

Lean 4 with Mathlib refuses this proof:

```lean
import Mathlib

open MeasureTheory

namespace AngularMomentNeg

noncomputable section

/-- The interelectronic distance for radii `a`, `b` and cosine `x` of the angle between
the position vectors, for `x` in `[-1, 1]`. -/
def separation (a b x : ℝ) : ℝ := Real.sqrt (a ^ 2 + b ^ 2 - 2 * a * b * x)

/-- At fixed positive radii the interelectronic distance decreases strictly as the cosine
of the angle grows from `-1` to `1`. -/
theorem separation_strictAntiOn {a b : ℝ} (ha : 0 < a) (hb : 0 < b) :
    StrictAntiOn (separation a b) (Set.Icc (-1) 1) := by
  intro x _ y hy hxy
  have hab := mul_pos ha hb
  apply Real.sqrt_lt_sqrt
  · nlinarith [sq_nonneg (a - b), mul_nonneg hab.le (sub_nonneg.2 hy.2)]
  · nlinarith [mul_pos hab (sub_pos.2 hxy)]

/-- At fixed positive radii, a strictly increasing function of the interelectronic distance
has a strictly negative first angular moment. -/
theorem angular_moment_neg {a b : ℝ} (ha : 0 < a) (hb : 0 < b) {g : ℝ → ℝ}
    (hg : StrictMonoOn g (Set.Ici 0)) :
    ∫ x in (-1 : ℝ)..1, x * g (separation a b x) < 0 := by
  have hanti : StrictAntiOn (fun x => g (separation a b x)) (Set.Icc (-1) 1) :=
    fun x hx y hy hxy => hg (Real.sqrt_nonneg _) (Real.sqrt_nonneg _)
      (separation_strictAntiOn ha hb hx hy hxy)
  have m1 : (-1 : ℝ) ∈ Set.Icc (-1 : ℝ) 1 := by norm_num
  have m0 : (0 : ℝ) ∈ Set.Icc (-1 : ℝ) 1 := by norm_num
  have m2 : (1 : ℝ) ∈ Set.Icc (-1 : ℝ) 1 := by norm_num
  have hk : ∀ c d : ℝ, c ∈ Set.Icc (-1 : ℝ) 1 → d ∈ Set.Icc (-1 : ℝ) 1 →
      IntervalIntegrable (fun x => g (separation a b x)) volume c d := fun c d hc hd =>
    AntitoneOn.intervalIntegrable (hanti.antitoneOn.mono (Set.uIcc_subset_Icc hc hd))
  have h : ∀ c d : ℝ, c ∈ Set.Icc (-1 : ℝ) 1 → d ∈ Set.Icc (-1 : ℝ) 1 →
      IntervalIntegrable (fun x => x * (g (separation a b 0) - g (separation a b x)))
        volume c d := fun c d hc hd =>
    (intervalIntegrable_const.sub (hk c d hc hd)).continuousOn_mul continuousOn_id
  -- relative to the value at a right angle, both half intervals contribute with one sign
  have hleft := intervalIntegral.intervalIntegral_pos_of_pos_on (h (-1) 0 m1 m0)
    (fun x hx => mul_pos_of_neg_of_neg hx.2
      (sub_neg.2 (hanti ⟨hx.1.le, by linarith [hx.2]⟩ m0 hx.2))) (by norm_num)
  have hright := intervalIntegral.intervalIntegral_pos_of_pos_on (h 0 1 m0 m2)
    (fun x hx => mul_pos hx.1
      (sub_pos.2 (hanti m0 ⟨by linarith [hx.1], hx.2.le⟩ hx.1))) (by norm_num)
  have hsum := intervalIntegral.integral_add_adjacent_intervals (h (-1) 0 m1 m0) (h 0 1 m0 m2)
  -- the subtracted constant has no first angular moment
  have htot : ∫ x in (-1 : ℝ)..1, x * (g (separation a b 0) - g (separation a b x))
      = - ∫ x in (-1 : ℝ)..1, x * g (separation a b x) := by
    simp only [mul_sub]
    rw [intervalIntegral.integral_sub
      ((continuous_id.mul continuous_const).intervalIntegrable _ _)
      ((hk (-1) 1 m1 m2).continuousOn_mul continuousOn_id),
      intervalIntegral.integral_mul_const, integral_id]
    norm_num
  linarith

end

end AngularMomentNeg
```

Messages:

```
Main.lean:53:8: error: Tactic `rewrite` failed: Did not find an occurrence of the pattern
  ∫ (x : ℝ) in -1..1, (id * fun x => ?m.450) x - id x * g (separation a b x)
in the target expression
  ∫ (x : ℝ) in -1..1, x * g (separation a b 0) - x * g (separation a b x) =
    -∫ (x : ℝ) in -1..1, x * g (separation a b x)

a b : ℝ
ha : 0 < a
hb : 0 < b
g : ℝ → ℝ
hg : StrictMonoOn g (Set.Ici 0)
hanti : StrictAntiOn (fun x => g (separation a b x)) (Set.Icc (-1) 1)
m1 : -1 ∈ Set.Icc (-1) 1
m0 : 0 ∈ Set.Icc (-1) 1
m2 : 1 ∈ Set.Icc (-1) 1
hk :
  ∀ (c d : ℝ), c ∈ Set.Icc (-1) 1 → d ∈ Set.Icc (-1) 1 → IntervalIntegrable (fun x => g (separation a b x)) volume c d
h :
  ∀ (c d : ℝ),
    c ∈ Set.Icc (-1) 1 →
      d ∈ Set.Icc (-1) 1 → IntervalIntegrable (fun x => x * (g (separation a b 0) - g (separation a b x))) volume c d
hleft : 0 < ∫ (x : ℝ) in -1..0, x * (g (separation a b 0) - g (separation a b x))
hright : 0 < ∫ (x : ℝ) in 0..1, x * (g (separation a b 0) - g (separation a b x))
hsum :
  (∫ (x : ℝ) in -1..0, x * (g (separation a b 0) - g (separation a b x))) +
      ∫ (x : ℝ) in 0..1, x * (g (separation a b 0) - g (separation a b x)) =
    ∫ (x : ℝ) in -1..1, x * (g (separation a b 0) - g (separation a b x))
⊢ ∫ (x : ℝ) in -1..1, x * g (separation a b 0) - x * g (separation a b x) =
    -∫ (x : ℝ) in -1..1, x * g (separation a b x)
```

Lean accepts the file once it reads:

```diff
@@ -50,8 +50,10 @@
   have htot : ∫ x in (-1 : ℝ)..1, x * (g (separation a b 0) - g (separation a b x))
       = - ∫ x in (-1 : ℝ)..1, x * g (separation a b x) := by
+    have i1 : IntervalIntegrable (fun x : ℝ => x * g (separation a b 0)) volume (-1) 1 :=
+      (continuous_id.mul continuous_const).intervalIntegrable _ _
+    have i2 : IntervalIntegrable (fun x : ℝ => x * g (separation a b x)) volume (-1) 1 :=
+      (hk (-1) 1 m1 m2).continuousOn_mul continuousOn_id
     simp only [mul_sub]
-    rw [intervalIntegral.integral_sub
-      ((continuous_id.mul continuous_const).intervalIntegrable _ _)
-      ((hk (-1) 1 m1 m2).continuousOn_mul continuousOn_id),
+    rw [intervalIntegral.integral_sub i1 i2,
       intervalIntegral.integral_mul_const, integral_id]
     norm_num
```

Diagnosis. The error comes at the step that splits the integral of a difference into a difference of integrals. `rw` takes the pattern it looks for from the types of the two integrability proofs given to `intervalIntegral.integral_sub`. Built from `continuous_id` and `continuousOn_id`, those proofs describe the integrands as `(id * fun x => ?m.450) x` and `id x * g (separation a b x)`, where `?m.450` is a constant not yet determined. The goal has plain `x * g (separation a b 0)` and `x * g (separation a b x)`. These agree once the definitions are unfolded, but `rw` doesn't unfold `id` when it searches for a match, so it finds none.

The repair gives the same two proofs names, `i1` and `i2`, and states their types with the integrands written as in the goal. Lean accepts the proofs at these types because there it may unfold the definitions, and the type of `i1` also settles the unknown constant. With `i1` and `i2` passed to `intervalIntegral.integral_sub`, the pattern matches the goal and the rewrite goes through.
